# Without overlap factors, rescaling an orbital can change the updated density matrix

On a single grid point, the orbital 2 with kernel 1/4 and the orbital 1 with kernel 1 give the same density matrix, `Φ * K * Φᵀ` = 1. The first orbital is unnormalised, with squared norm 4; normalised, it is the second. The theorem says that one plain update of orbital and kernel, with no overlap factors, step `t = 1` and the fixed 1×1 real matrix `H = -1`, takes these two descriptions to different density matrices: 425/16 from the first and 8 from the second. The proof assumes that the updated matrices are equal, compares their only entries, and asks `norm_num` to find the contradiction.

This version doesn't compile in Lean 4 with Mathlib:

```lean
import Mathlib

open Matrix

namespace LocalisedOrbitalUpdate

variable {m n : Type*} [Fintype m] [Fintype n] [DecidableEq n]

/-- The density matrix `P = Φ K Φᵀ` on the grid, with density kernel `K`. -/
def density (Φ : Matrix m n ℝ) (K : Matrix n n ℝ) : Matrix m m ℝ := Φ * K * Φᵀ

/-- The density matrix after the plain update `Φ - t H Φ K`, `K - t Φᵀ H Φ`, which has no
overlap factors. -/
def plainDensity (H : Matrix m m ℝ) (t : ℝ) (Φ : Matrix m n ℝ) (K : Matrix n n ℝ) :
    Matrix m m ℝ := density (Φ - t • (H * Φ * K)) (K - t • (Φᵀ * H * Φ))

/-- Without the overlap factors the invariance can fail: on one grid point with `H = -1`, `t = 1`,
`Φ = 1` and `K = 1`, doubling the orbital and dividing its kernel by four changes the updated
density matrix. -/
theorem plainDensity_not_invariant :
    plainDensity (!![-1] : Matrix (Fin 1) (Fin 1) ℝ) 1
        (!![2] : Matrix (Fin 1) (Fin 1) ℝ) !![1 / 4]
      ≠ plainDensity (!![-1] : Matrix (Fin 1) (Fin 1) ℝ) 1
        (!![1] : Matrix (Fin 1) (Fin 1) ℝ) !![1] := by
  intro h
  have h0 := congrFun (congrFun h 0) 0
  norm_num [plainDensity, density, Matrix.mul_apply] at h0

end LocalisedOrbitalUpdate
```

The compiler's answer:

```
Main.lean:24:52: error: unsolved goals
h : plainDensity !![-1] 1 !![2] !![1 / 4] = plainDensity !![-1] 1 !![1] !![1]
h0 :
  (vecCons (5 / 2) 0 ᵥ* (!![1 / 4] - !![2]ᵀ * !![-1] * !![2])) 0 * (5 / 2) =
    (vecCons 2 0 ᵥ* (!![1] - !![1]ᵀ * !![-1] * !![1])) 0 * 2
⊢ False
```

What went wrong. The error reports that `False` is still to be proved: `norm_num` simplified `h0` but did not reach a numerical contradiction. It had worked out the updated orbitals, 5/2 and 2, but each side still holds a vector–matrix product, written `ᵥ*`, with the updated kernel unevaluated inside it. The default simplification lemmas for explicit matrices had put the products into this form, which `Matrix.mul_apply` does not match, since it speaks of an entry of a matrix product `*`.

The repair expands the entries first. `simp only` leaves out those default lemmas, so `Matrix.mul_apply` can open every product as a sum, and `Fin.sum_univ_one` reduces each sum to its single term. `Matrix.sub_apply`, `Matrix.smul_apply` and `Matrix.transpose_apply` carry the entry through the differences, scalar multiples and transposes. What remains is arithmetic on entries of explicit matrices, which the separate `norm_num` evaluates, finding the equation false and closing the goal. The added comment only describes this step.

As a diff, the version that Lean accepts:

```diff
@@ -25,5 +25,8 @@
   intro h
   have h0 := congrFun (congrFun h 0) 0
-  norm_num [plainDensity, density, Matrix.mul_apply] at h0
+  -- expand all products entrywise before evaluating the numbers
+  simp only [plainDensity, density, Matrix.mul_apply, Matrix.sub_apply, Matrix.smul_apply,
+    Matrix.transpose_apply, Fin.sum_univ_one] at h0
+  norm_num at h0
 
 end LocalisedOrbitalUpdate
```
